# For $V = x + (y^2-x^2)/2 + x^2y$, the gradient reflected along the lowest Hessian mode has no potential near the origin

A search for a transition state can climb along one direction and descend along the others. One way to arrange this is to reverse the component of the gradient along the lowest Hessian mode, given by a unit vector $v$, and to follow the reflected field

$$F = (I - 2vv^T)\nabla V$$

as if it were the gradient in a minimisation. Near a first-order saddle point this makes the saddle look like a minimum. If $F$ were the gradient of some function $W$, an image function, then a line search could compare values of $W$. For the two-variable model surface in the title there is no such $W$ on any neighbourhood of the origin, so a search there has no function with gradient $F$ to monitor.

## Unequal cross derivatives at the origin

The gradient and Hessian are

$$\nabla V = \begin{pmatrix} 1-x+2xy \\ y+x^2 \end{pmatrix},\qquad H = \begin{pmatrix} -1+2y & 2x \\ 2x & 1 \end{pmatrix}.$$

The origin is not a stationary point: the gradient there is $(1,0)$, and the Hessian eigenvalues are $-1$ and $1$.

Split off the mean eigenvalue by writing $H = yI + M$, with

$$M = \begin{pmatrix} y-1 & 2x \\ 2x & 1-y \end{pmatrix},\qquad M^2 = g^2 I,\qquad g = \sqrt{(1-y)^2+4x^2}.$$

Since $M$ has trace zero, its eigenvalues are $\pm g$, and those of $H$ are $y \pm g$. For $y<1$ we have $g>0$, so the lowest mode is unique up to sign. Let $v$ be a unit lowest mode and $u$ a unit vector perpendicular to it. Then $Mv=-gv$ and $Mu=gu$. With $uu^T = I - vv^T$ this gives

$$M = g\,(uu^T - vv^T) = g\,(I-2vv^T).$$

Hence $F = M\nabla V/g$, whichever sign of $v$ is chosen at each point:

$$F_x = \frac{(y-1)(1-x+2xy)+2x(y+x^2)}{g},\qquad F_y = \frac{2x(1-x+2xy)+(1-y)(y+x^2)}{g}.$$

On the $y$-axis near the origin, $F_x = (y-1)/(1-y) = -1$, so $\partial_y F_x = 0$ at the origin. On the $x$-axis, $F_y = (2x-x^2)/\sqrt{1+4x^2}$, so $\partial_x F_y = 2$ there.

Suppose that $\nabla W = F$ near the origin. Because $F$ is differentiable at the origin, $W$ has a second derivative there, and that derivative is symmetric. This would require $0=2$.

The same conclusion holds if the mode component is multiplied by any other fixed factor $1-s$, except the factor 1, which leaves the gradient unchanged. Let $s\neq 0$ and suppose that $(I-s\,vv^T)\nabla V = \nabla W_s$. Then

$$F = \nabla\!\left(\tfrac{2}{s}W_s + \left(1-\tfrac{2}{s}\right)V\right),$$

which has just been excluded. In particular, $s=1$ shows that the gradient with its lowest-mode component projected out has no potential near the origin either. This extension rests on the short argument given here and is not among the Lean theorems below.

## The surface and its reflected field in Lean

```lean
import Mathlib

open Matrix Topology

namespace NoGlobalImageFunction

noncomputable section
```

Points are pairs in `ℝ × ℝ`, with `p.1` for $x$ and `p.2` for $y$. Vectors and matrices are indexed by 0 and 1.

```lean
/-- The model energy surface `V = x + (y² - x²)/2 + x² y`. -/
def energy (p : ℝ × ℝ) : ℝ := p.1 + (p.2 ^ 2 - p.1 ^ 2) / 2 + p.1 ^ 2 * p.2

/-- The components of the energy gradient. -/
def grad (p : ℝ × ℝ) : Fin 2 → ℝ := ![1 - p.1 + 2 * p.1 * p.2, p.2 + p.1 ^ 2]

/-- The Hessian matrix of the energy. -/
def hess (p : ℝ × ℝ) : Matrix (Fin 2) (Fin 2) ℝ := !![-1 + 2 * p.2, 2 * p.1; 2 * p.1, 1]
```

The next definition says what it means for a function to have a given gradient. The derivative of `W` at `p` must be the linear map $(a,b)\mapsto g_0a+g_1b$.

```lean
/-- The function `W` is differentiable at `p` and its gradient there is `g`. -/
def IsGradientAt (W : ℝ × ℝ → ℝ) (g : Fin 2 → ℝ) (p : ℝ × ℝ) : Prop :=
  HasFDerivAt W (g 0 • ContinuousLinearMap.fst ℝ ℝ ℝ + g 1 • ContinuousLinearMap.snd ℝ ℝ ℝ) p
```

A lowest mode is a unit vector satisfying the eigenvalue equation with a value `k` that no other real eigenvalue undercuts. Degeneracy is allowed.

```lean
/-- A unit eigenvector of `H` whose eigenvalue is the lowest one. -/
def IsLowestMode (H : Matrix (Fin 2) (Fin 2) ℝ) (v : Fin 2 → ℝ) : Prop :=
  v ⬝ᵥ v = 1 ∧ ∃ k : ℝ, H *ᵥ v = k • v ∧
    ∀ (μ : ℝ) (w : Fin 2 → ℝ), w ≠ 0 → H *ᵥ w = μ • w → k ≤ μ

/-- The matrix `I - 2 v vᵀ`, which reverses the component along a unit vector `v`. -/
def reflection (v : Fin 2 → ℝ) : Matrix (Fin 2) (Fin 2) ℝ := 1 - (2 : ℝ) • vecMulVec v v
```

The function `gap` is $g$, half the distance between the eigenvalues. The two components of $F$ follow in closed form.

```lean
/-- Half the gap between the two Hessian eigenvalues. -/
def gap (p : ℝ × ℝ) : ℝ := √((1 - p.2) ^ 2 + (2 * p.1) ^ 2)

/-- The `x`-component of the reflected gradient, in closed form, where the gap is non-zero. -/
def imageX (p : ℝ × ℝ) : ℝ :=
  ((p.2 - 1) * (1 - p.1 + 2 * p.1 * p.2) + 2 * p.1 * (p.2 + p.1 ^ 2)) / gap p

/-- The `y`-component of the reflected gradient, in closed form, where the gap is non-zero. -/
def imageY (p : ℝ × ℝ) : ℝ :=
  (2 * p.1 * (1 - p.1 + 2 * p.1 * p.2) + (1 - p.2) * (p.2 + p.1 ^ 2)) / gap p
```

For $y<1$ an explicit lowest mode is $(g+1-y,\,-2x)$ divided by its length; at the origin it is $(1,0)$.

```lean
/-- For `y < 1`, an explicit, not yet normalised, vector along the lowest mode. -/
def softVec (p : ℝ × ℝ) : Fin 2 → ℝ := ![gap p + (1 - p.2), -(2 * p.1)]

/-- The vector `softVec` scaled to unit length where it is non-zero, and zero elsewhere. -/
def softMode (p : ℝ × ℝ) : Fin 2 → ℝ := (√(softVec p ⬝ᵥ softVec p))⁻¹ • softVec p
```

## The derivatives belong to the energy

Two theorems confirm that `grad` and `hess` are the first and second derivatives of `energy`. Each builds the derivative from the sum and product rules and then matches the polynomials.

```lean
/-- `grad` is the gradient of the energy at every point. -/
theorem energy_gradient (p : ℝ × ℝ) : IsGradientAt energy (grad p) p := by
  have hx : HasFDerivAt (fun q : ℝ × ℝ => q.1) (ContinuousLinearMap.fst ℝ ℝ ℝ) p := hasFDerivAt_fst
  have hy : HasFDerivAt (fun q : ℝ × ℝ => q.2) (ContinuousLinearMap.snd ℝ ℝ ℝ) p := hasFDerivAt_snd
  have h := (hx.add (((hy.mul hy).sub (hx.mul hx)).mul_const (1 / 2))).add ((hx.mul hx).mul hy)
  refine (h.congr_fderiv ?_).congr_of_eventuallyEq (Filter.Eventually.of_forall fun q => ?_)
  · refine ContinuousLinearMap.ext fun w => ?_
    simp [grad]
    ring
  · simp only [energy, Pi.add_apply, Pi.mul_apply, Pi.sub_apply]
    ring

/-- The rows of `hess` are the gradients of the components of `grad`. -/
theorem grad_hessian (p : ℝ × ℝ) : ∀ i, IsGradientAt (fun q => grad q i) (hess p i) p := by
  have hx : HasFDerivAt (fun q : ℝ × ℝ => q.1) (ContinuousLinearMap.fst ℝ ℝ ℝ) p := hasFDerivAt_fst
  have hy : HasFDerivAt (fun q : ℝ × ℝ => q.2) (ContinuousLinearMap.snd ℝ ℝ ℝ) p := hasFDerivAt_snd
  refine Fin.forall_fin_two.2 ⟨?_, ?_⟩
  · have h := ((hasFDerivAt_const (1 : ℝ) p).sub hx).add ((hx.mul hy).const_mul 2)
    refine (h.congr_fderiv ?_).congr_of_eventuallyEq (Filter.Eventually.of_forall fun q => ?_)
    · refine ContinuousLinearMap.ext fun w => ?_
      simp [hess]
      ring
    · show 1 - q.1 + 2 * q.1 * q.2 = 1 - q.1 + 2 * (q.1 * q.2)
      ring
  · have h := hy.add (hx.mul hx)
    refine (h.congr_fderiv ?_).congr_of_eventuallyEq (Filter.Eventually.of_forall fun q => ?_)
    · refine ContinuousLinearMap.ext fun w => ?_
      simp [hess]
      ring
    · show q.2 + q.1 ^ 2 = q.2 + q.1 * q.1
      ring
```

## The reflection is fixed by the Hessian

The eigenvalue equation is first written in components.

```lean
/-- The eigenvalue equation of a symmetric two-by-two matrix, written in components. -/
theorem eigen_iff (a b d μ : ℝ) (w : Fin 2 → ℝ) : !![a, b; b, d] *ᵥ w = μ • w ↔
    a * w 0 + b * w 1 = μ * w 0 ∧ b * w 0 + d * w 1 = μ * w 1 := by
  simp [funext_iff, Fin.forall_fin_two, dotProduct, Fin.sum_univ_two]
```

The following lemma is the identity $g(I-2vv^T)=M$ for a general symmetric matrix with entries $a,b,d$. The vector $(-v_1,v_0)$ has eigenvalue $a+d-k$, and minimality of $k$ gives `hle`. The facts `ha` and `hb` express the traceless part through $v$. Then `hsq` identifies the square root with $(a+d-2k)/2$, which `hle` makes non-negative, and the four matrix entries are compared.

```lean
/-- For a symmetric two-by-two matrix, the reflection along a lowest mode, multiplied by half the
eigenvalue gap, is the traceless part of the matrix. -/
theorem gap_smul_reflection {a b d : ℝ} {v : Fin 2 → ℝ} (h : IsLowestMode !![a, b; b, d] v) :
    √(((a - d) / 2) ^ 2 + b ^ 2) • reflection v = !![(a - d) / 2, b; b, (d - a) / 2] := by
  obtain ⟨hn, k, hk, hmin⟩ := h
  obtain ⟨h0, h1⟩ := (eigen_iff _ _ _ _ _).1 hk
  have hn' : v 0 * v 0 + v 1 * v 1 = 1 := by
    rw [← hn]; simp only [dotProduct, Fin.sum_univ_two]
  -- the perpendicular vector carries the other eigenvalue, `a + d - k`
  have hle : k ≤ a + d - k := by
    refine hmin _ ![-v 1, v 0] (fun h => ?_) ((eigen_iff _ _ _ _ _).2 ⟨?_, ?_⟩)
    · have e0 : -v 1 = 0 := congrFun h 0
      have e1 : v 0 = 0 := congrFun h 1
      nlinarith
    · show a * (-v 1) + b * v 0 = (a + d - k) * (-v 1)
      linear_combination h1
    · show b * (-v 1) + d * v 0 = (a + d - k) * v 0
      linear_combination -h0
  have ha : a - d = (2 * k - a - d) * (v 0 ^ 2 - v 1 ^ 2) := by
    linear_combination 2 * v 0 * h0 - 2 * v 1 * h1 - (a - d) * hn'
  have hb : b = (2 * k - a - d) * (v 0 * v 1) := by
    linear_combination v 1 * h0 + v 0 * h1 - b * hn'
  have hsq : ((a - d) / 2) ^ 2 + b ^ 2 = ((a + d - 2 * k) / 2) ^ 2 := by
    linear_combination (a - d + (2 * k - a - d) * (v 0 ^ 2 - v 1 ^ 2)) / 4 * ha
      + (b + (2 * k - a - d) * (v 0 * v 1)) * hb
      + (2 * k - a - d) ^ 2 / 4 * (v 0 ^ 2 + v 1 ^ 2 + 1) * hn'
  have hR : reflection v = !![1 - 2 * (v 0 * v 0), -(2 * (v 0 * v 1));
      -(2 * (v 1 * v 0)), 1 - 2 * (v 1 * v 1)] := by
    ext i j
    fin_cases i <;> fin_cases j <;> simp [reflection, vecMulVec_apply]
  rw [hsq, Real.sqrt_sq (by linarith), hR]
  ext i j
  fin_cases i <;> fin_cases j
  · show (a + d - 2 * k) / 2 * (1 - 2 * (v 0 * v 0)) = (a - d) / 2
    linear_combination (-1 / 2) * ha - (a + d - 2 * k) / 2 * hn'
  · show (a + d - 2 * k) / 2 * (-(2 * (v 0 * v 1))) = b
    linear_combination -hb
  · show (a + d - 2 * k) / 2 * (-(2 * (v 1 * v 0))) = b
    linear_combination -hb
  · show (a + d - 2 * k) / 2 * (1 - 2 * (v 1 * v 1)) = (d - a) / 2
    linear_combination (1 / 2) * ha - (a + d - 2 * k) / 2 * hn'
```

For $y<1$ the gap is positive, so one may divide by it and obtain $F$ in closed form for every lowest mode.

```lean
/-- Where `y < 1` the two Hessian eigenvalues are separated by a positive gap. -/
theorem gap_pos {p : ℝ × ℝ} (hp : p.2 < 1) : 0 < gap p :=
  Real.sqrt_pos.2 (add_pos_of_pos_of_nonneg (pow_pos (sub_pos.2 hp) 2) (sq_nonneg _))

/-- Where `y < 1`, reflecting the gradient along any lowest mode gives the closed-form field. -/
theorem reflected_gradient {p : ℝ × ℝ} (hp : p.2 < 1) {v : Fin 2 → ℝ}
    (h : IsLowestMode (hess p) v) : reflection v *ᵥ grad p = ![imageX p, imageY p] := by
  have h1 := gap_smul_reflection (a := -1 + 2 * p.2) (b := 2 * p.1) (d := 1) h
  have hg : ((-1 + 2 * p.2 - 1) / 2) ^ 2 + (2 * p.1) ^ 2 = (1 - p.2) ^ 2 + (2 * p.1) ^ 2 := by ring
  rw [hg] at h1
  have e00 : gap p * reflection v 0 0 = (-1 + 2 * p.2 - 1) / 2 := congrFun (congrFun h1 0) 0
  have e01 : gap p * reflection v 0 1 = 2 * p.1 := congrFun (congrFun h1 0) 1
  have e10 : gap p * reflection v 1 0 = 2 * p.1 := congrFun (congrFun h1 1) 0
  have e11 : gap p * reflection v 1 1 = (1 - (-1 + 2 * p.2)) / 2 := congrFun (congrFun h1 1) 1
  refine funext (Fin.forall_fin_two.2 ⟨?_, ?_⟩)
  · show (reflection v *ᵥ grad p) 0 = imageX p
    rw [imageX, eq_div_iff (gap_pos hp).ne']
    simp only [Matrix.mulVec, dotProduct, Fin.sum_univ_two]
    show (reflection v 0 0 * (1 - p.1 + 2 * p.1 * p.2) + reflection v 0 1 * (p.2 + p.1 ^ 2))
      * gap p = _
    linear_combination (1 - p.1 + 2 * p.1 * p.2) * e00 + (p.2 + p.1 ^ 2) * e01
  · show (reflection v *ᵥ grad p) 1 = imageY p
    rw [imageY, eq_div_iff (gap_pos hp).ne']
    simp only [Matrix.mulVec, dotProduct, Fin.sum_univ_two]
    show (reflection v 1 0 * (1 - p.1 + 2 * p.1 * p.2) + reflection v 1 1 * (p.2 + p.1 ^ 2))
      * gap p = _
    linear_combination (1 - p.1 + 2 * p.1 * p.2) * e10 + (p.2 + p.1 ^ 2) * e11
```

## No potential, even a merely differentiable one

The cross derivatives are computed along the axes, as above. In the second, the numerator vanishes at the origin and $g=1$ there, so the derivative of $g$ does not contribute.

```lean
/-- At the origin the `y`-derivative of the field's `x`-component is `0`, while the
`x`-derivative of its `y`-component is `2`. -/
theorem cross_derivatives : HasDerivAt (fun t : ℝ => imageX (0, t)) 0 0 ∧
    HasDerivAt (fun t : ℝ => imageY (t, 0)) 2 0 := by
  constructor
  · -- on the `y`-axis the `x`-component is constant
    refine (hasDerivAt_const (0 : ℝ) (-1 : ℝ)).congr_of_eventuallyEq ?_
    filter_upwards [Iio_mem_nhds (show (0 : ℝ) < 1 by norm_num)] with t ht
    have ht' : 0 < 1 - t := sub_pos.2 ht
    have hg : gap (0, t) = 1 - t := by
      calc gap (0, t) = √((1 - t) ^ 2) := by simp [gap]
        _ = 1 - t := Real.sqrt_sq ht'.le
    show imageX (0, t) = -1
    rw [imageX, hg, div_eq_iff ht'.ne']
    show (t - 1) * (1 - 0 + 2 * 0 * t) + 2 * 0 * (t + 0 ^ 2) = -1 * (1 - t)
    ring
  · have g0 : gap (0, 0) = 1 := by simp [gap]
    have hg : DifferentiableAt ℝ (fun t : ℝ => gap (t, 0)) 0 := by
      unfold gap
      exact DifferentiableAt.sqrt (by fun_prop) (by norm_num)
    have hN : HasDerivAt (fun t : ℝ => 2 * t - t ^ 2) 2 0 :=
      (((hasDerivAt_id' (0 : ℝ)).const_mul 2).fun_sub (hasDerivAt_pow 2 (0 : ℝ))).congr_deriv
        (by norm_num)
    have hq := hN.fun_div hg.hasDerivAt (by rw [g0]; norm_num)
    refine (hq.congr_deriv (by rw [g0]; norm_num)).congr_of_eventuallyEq
      (Filter.Eventually.of_forall fun t => ?_)
    show imageY (t, 0) = (2 * t - t ^ 2) / gap (t, 0)
    rw [imageY]
    congr 1
    show 2 * t * (1 - t + 2 * t * 0) + (1 - 0) * (0 + t ^ 2) = 2 * t - t ^ 2
    ring
```

In the main theorem, `U` is any neighbourhood of the origin and `v` assigns a lowest mode to each of its points, with no continuity or sign convention. No `W` has the reflected field as its gradient throughout `U`. Since `W` is only required to be differentiable, twice continuously differentiable functions are excluded as well. The theorem concerns this one surface near this one point, and does not say that reflected gradients fail to have potentials on other surfaces.

The proof restricts to the part of `U` with $y<1$, where `hnear` replaces the reflected field by its closed form. The linear maps `A` and `B` are the derivatives of $F_x$ and $F_y$ at the origin. Symmetry of the second derivative, applied to the two unit vectors, equates `A (0, 1)` with `B (1, 0)`. The chain rule along the axes gives these the values 0 and 2.

```lean
/-- On no neighbourhood of the origin is the gradient, reflected along a lowest Hessian mode,
the gradient of a differentiable function. -/
theorem no_image_function {U : Set (ℝ × ℝ)} (hU : U ∈ 𝓝 ((0 : ℝ), (0 : ℝ)))
    (v : ℝ × ℝ → Fin 2 → ℝ) (hv : ∀ p ∈ U, IsLowestMode (hess p) (v p)) :
    ¬ ∃ W : ℝ × ℝ → ℝ, ∀ p ∈ U, IsGradientAt W (reflection (v p) *ᵥ grad p) p := by
  rintro ⟨W, hW⟩
  have hnear : ∀ᶠ p in 𝓝 ((0 : ℝ), (0 : ℝ)), HasFDerivAt W
      (imageX p • ContinuousLinearMap.fst ℝ ℝ ℝ + imageY p • ContinuousLinearMap.snd ℝ ℝ ℝ) p := by
    have h1 : {p : ℝ × ℝ | p.2 < 1} ∈ 𝓝 ((0 : ℝ), (0 : ℝ)) :=
      (isOpen_lt continuous_snd continuous_const).mem_nhds (by simp)
    filter_upwards [hU, h1] with p hp hp1
    have h := hW p hp
    rw [reflected_gradient hp1 (hv p hp)] at h
    exact h
  have g0 : gap (0, 0) ≠ 0 := (gap_pos (by norm_num)).ne'
  have hg : DifferentiableAt ℝ gap (0, 0) := by
    unfold gap
    exact DifferentiableAt.sqrt (by fun_prop) (by norm_num)
  have hi : DifferentiableAt ℝ (fun p : ℝ × ℝ => (gap p)⁻¹) (0, 0) :=
    ((hasDerivAt_inv g0).comp_hasFDerivAt ((0 : ℝ), (0 : ℝ)) hg.hasFDerivAt).differentiableAt
  obtain ⟨A, hA⟩ : ∃ A : ℝ × ℝ →L[ℝ] ℝ, HasFDerivAt imageX A (0, 0) := by
    refine ⟨_, DifferentiableAt.hasFDerivAt ?_⟩
    unfold imageX
    simp only [div_eq_mul_inv]
    exact DifferentiableAt.fun_mul (by fun_prop) hi
  obtain ⟨B, hB⟩ : ∃ B : ℝ × ℝ →L[ℝ] ℝ, HasFDerivAt imageY B (0, 0) := by
    refine ⟨_, DifferentiableAt.hasFDerivAt ?_⟩
    unfold imageY
    simp only [div_eq_mul_inv]
    exact DifferentiableAt.fun_mul (by fun_prop) hi
  -- a potential would have a symmetric second derivative at the origin
  have hs := second_derivative_symmetric_of_eventually hnear
    ((hA.smul_const (ContinuousLinearMap.fst ℝ ℝ ℝ)).fun_add
      (hB.smul_const (ContinuousLinearMap.snd ℝ ℝ ℝ))) (1, 0) (0, 1)
  have hAy : A (0, 1) = 0 :=
    (HasFDerivAt.comp_hasDerivAt (f := fun t : ℝ => ((0 : ℝ), t)) (0 : ℝ) hA
      ((hasDerivAt_const (0 : ℝ) (0 : ℝ)).prodMk (hasDerivAt_id' (0 : ℝ)))).unique
      cross_derivatives.1
  have hBx : B (1, 0) = 2 :=
    (HasFDerivAt.comp_hasDerivAt (f := fun t : ℝ => (t, (0 : ℝ))) (0 : ℝ) hB
      ((hasDerivAt_id' (0 : ℝ)).prodMk (hasDerivAt_const (0 : ℝ) (0 : ℝ)))).unique
      cross_derivatives.2
  simp [hAy, hBx] at hs
```

The last theorem shows that the required assignment `v` exists, for instance on the half-plane $y<1$. It verifies that `softVec` has eigenvalue $y-g$ and normalises it. Every eigenvalue $\mu$ satisfies $(\mu-y)^2=g^2$, so none lies below $y-g$.

```lean
/-- At every point with `y < 1` the explicit vector `softMode` is a lowest Hessian mode. -/
theorem softMode_witness {p : ℝ × ℝ} (hp : p.2 < 1) : IsLowestMode (hess p) (softMode p) := by
  have hr := gap_pos hp
  have hr2 : gap p ^ 2 = (1 - p.2) ^ 2 + (2 * p.1) ^ 2 := Real.sq_sqrt (by positivity)
  have hN : 0 < softVec p ⬝ᵥ softVec p := by
    simp only [dotProduct, Fin.sum_univ_two]
    show 0 < (gap p + (1 - p.2)) * (gap p + (1 - p.2)) + -(2 * p.1) * -(2 * p.1)
    have h : 0 < gap p + (1 - p.2) := by linarith
    nlinarith [mul_pos h h, sq_nonneg (2 * p.1)]
  have heig : hess p *ᵥ softVec p = (p.2 - gap p) • softVec p := by
    refine (eigen_iff _ _ _ _ _).2 ⟨?_, ?_⟩
    · show (-1 + 2 * p.2) * (gap p + (1 - p.2)) + 2 * p.1 * (-(2 * p.1))
        = (p.2 - gap p) * (gap p + (1 - p.2))
      linear_combination hr2
    · show 2 * p.1 * (gap p + (1 - p.2)) + 1 * (-(2 * p.1)) = (p.2 - gap p) * (-(2 * p.1))
      ring
  refine ⟨?_, p.2 - gap p, ?_, fun μ w hw h => ?_⟩
  · simp only [softMode, smul_dotProduct, dotProduct_smul, smul_eq_mul]
    rw [← mul_assoc, ← mul_inv, Real.mul_self_sqrt hN.le]
    exact inv_mul_cancel₀ hN.ne'
  · rw [softMode, Matrix.mulVec_smul, heig, smul_comm]
  · obtain ⟨h0, h1⟩ := (eigen_iff _ _ _ _ _).1 h
    -- every eigenvalue solves the characteristic equation
    have key : (μ - p.2) ^ 2 - gap p ^ 2 = 0 := by
      by_contra hne
      have w0 : w 0 * ((μ - p.2) ^ 2 - gap p ^ 2) = 0 := by
        linear_combination -(μ - 1) * h0 - 2 * p.1 * h1 - w 0 * hr2
      have w1 : w 1 * ((μ - p.2) ^ 2 - gap p ^ 2) = 0 := by
        linear_combination -(2 * p.1) * h0 + (2 * p.2 - 1 - μ) * h1 - w 1 * hr2
      exact hw (funext (Fin.forall_fin_two.2
        ⟨(mul_eq_zero.1 w0).resolve_right hne, (mul_eq_zero.1 w1).resolve_right hne⟩))
    by_contra hlt
    have hlt' : μ < p.2 - gap p := not_le.1 hlt
    have h2 : 0 < (p.2 - μ - gap p) * (p.2 - μ + gap p) :=
      mul_pos (by linarith) (by linarith)
    nlinarith

end

end NoGlobalImageFunction
```

```lean
#print axioms NoGlobalImageFunction.energy_gradient
-- 'NoGlobalImageFunction.energy_gradient' depends on axioms: [propext, Classical.choice, Quot.sound]
#print axioms NoGlobalImageFunction.grad_hessian
-- 'NoGlobalImageFunction.grad_hessian' depends on axioms: [propext, Classical.choice, Quot.sound]
#print axioms NoGlobalImageFunction.reflected_gradient
-- 'NoGlobalImageFunction.reflected_gradient' depends on axioms: [propext, Classical.choice, Quot.sound]
#print axioms NoGlobalImageFunction.no_image_function
-- 'NoGlobalImageFunction.no_image_function' depends on axioms: [propext, Classical.choice, Quot.sound]
```
